# At the last distance where screening keeps a positive decaying integral, the finite-difference force constant tends to minus infinity as the step shrinks

Screening compares an integral with a threshold, and a model of it must say what happens when the two are equal. Here the integral is kept at equality. The choice matters because the geometry of interest, $R_0$, is the one where the integral equals the threshold exactly.

Let $R$ be a single geometric coordinate, such as a bond distance, and let $F(R)$ be the full energy. One integral contributes $g(R)$ to it, and $\tau$ is the screening threshold, in the same energy units. Suppose that $g(R_0)=\tau>0$, that $F$ and $g$ are continuous at $R_0$, and that $g$ is strictly decreasing near $R_0$. The screened energy then jumps down by $\tau$ as $R$ increases past $R_0$, and a force constant computed from three energies divides that jump by the square of the step.

This bears on vibrational frequencies obtained from energy differences, within a model that has one coordinate, one screened contribution and no rounding.

In Lean 4 with Mathlib:

```lean
import Mathlib

open Filter Topology

namespace IntegralScreening

noncomputable section
```

## The screened energy and its second difference

The screened energy is

$$E(R)=\begin{cases}F(R), & g(R)\ge\tau,\\ F(R)-g(R), & g(R)<\tau.\end{cases}$$

```lean
/-- The screened energy at geometry `R`: the full energy `F` where the integral contribution `g`
reaches the threshold `τ`, and `F - g` where it falls below and is dropped. -/
def screenedEnergy (F g : ℝ → ℝ) (τ R : ℝ) : ℝ :=
  if τ ≤ g R then F R else F R - g R
```

In `screenedEnergy F g τ R` the functions `F` and `g` are arbitrary maps from the reals to the reals. The condition `τ ≤ g R` fixes the convention at equality. The test is applied to the signed value of $g$, so the model describes a contribution that is positive at the threshold.

For any energy curve $E$ and step $h$, the three-point second difference is

$$\Delta_h E(R)=E(R+h)-2E(R)+E(R-h).$$

```lean
/-- The three-point second difference of an energy curve `E` at `R` with step `h`. -/
def secondDiff (E : ℝ → ℝ) (R h : ℝ) : ℝ :=
  E (R + h) - 2 * E R + E (R - h)
```

Dividing by $h^2$ gives the usual finite-difference estimate of the second derivative, which is the force constant along $R$:

$$k_h(R)=\frac{\Delta_h E(R)}{h^2}.$$

```lean
/-- The finite-difference force constant of `E` at `R`, for a step `h ≠ 0`. -/
def forceConstant (E : ℝ → ℝ) (R h : ℝ) : ℝ :=
  secondDiff E R h / h ^ 2
```

Two concrete functions serve as examples later. The first is a harmonic energy with force constant $k$ and equilibrium distance $R_e$, namely $\tfrac{k}{2}(R-R_e)^2$.

```lean
/-- The harmonic energy curve with force constant `k` and equilibrium distance `Re`. -/
def harmonicEnergy (k Re R : ℝ) : ℝ :=
  k / 2 * (R - Re) ^ 2
```

The second is an integral with prefactor $C$ and exponent $a$ that decays with distance as $C\,e^{-aR^2}$. This is the form of the overlap between two $s$-type Gaussians on centres a distance $R$ apart.

```lean
/-- An integral contribution `C * exp (-a * R ^ 2)` with prefactor `C` and exponent `a`. For `a > 0`
it decays as a Gaussian of the distance `R`. -/
def gaussianIntegral (C a R : ℝ) : ℝ :=
  C * Real.exp (-a * R ^ 2)
```

## Only the outer geometry loses the integral

As $h\to0$, both displaced geometries approach the central one: $R+h\to R$ and $R-h\to R$.

```lean
/-- Both displaced geometries `R + h` and `R - h` approach `R` as the step goes to zero. -/
theorem tendsto_displaced (R : ℝ) :
    Tendsto (fun h : ℝ => R + h) (𝓝 0) (𝓝 R) ∧
      Tendsto (fun h : ℝ => R - h) (𝓝 0) (𝓝 R) :=
  ⟨(by fun_prop : Continuous fun h : ℝ => R + h).tendsto' 0 R (by simp),
    (by fun_prop : Continuous fun h : ℝ => R - h).tendsto' 0 R (by simp)⟩
```

Here `𝓝 0` means that $h$ approaches zero from either side. Both limits follow from the continuity of addition and subtraction.

Now take $h>0$. Since $g$ is strictly decreasing,

$$g(R_0+h)<g(R_0)=\tau<g(R_0-h).$$

The integral is therefore dropped at $R_0+h$ and kept at the other two points, where it is kept at $R_0$ by the equality convention. Inserting the three energies gives

$$\Delta_hE(R_0)=\bigl[F(R_0+h)-g(R_0+h)\bigr]-2F(R_0)+F(R_0-h)=\Delta_hF(R_0)-g(R_0+h).$$

```lean
/-- If `g` equals the threshold at `R0` and is strictly decreasing on a set containing the three
geometries, then for `h > 0` the second difference of the screened energy is that of the full
energy minus the integral dropped at `R0 + h`. -/
theorem secondDiff_screened {F g : ℝ → ℝ} {τ R0 h : ℝ} {s : Set ℝ}
    (hg : StrictAntiOn g s) (hτ : g R0 = τ) (hh : 0 < h)
    (h0 : R0 ∈ s) (hp : R0 + h ∈ s) (hm : R0 - h ∈ s) :
    secondDiff (screenedEnergy F g τ) R0 h = secondDiff F R0 h - g (R0 + h) := by
  -- the integral is dropped at the outer point only
  have h1 : g (R0 + h) < τ := by
    rw [← hτ]
    exact hg h0 hp (by linarith)
  have h2 : τ ≤ g (R0 - h) := by
    rw [← hτ]
    exact (hg hm h0 (by linarith)).le
  unfold secondDiff screenedEnergy
  rw [if_neg (not_le.mpr h1), if_pos hτ.ge, if_pos h2]
  ring
```

This identity holds at a finite step and needs no continuity. The hypothesis `StrictAntiOn g s` says that $g$ is strictly decreasing on a set $s$, and the three membership hypotheses place the three geometries in it. In the proof, `h1` and `h2` are the outer and inner inequalities above. The rewrites with `if_neg` and `if_pos` select the matching branch at each point, and `ring` collects the terms.

The opposite convention would drop the integral at $R_0$ as well. The second difference would then be $\Delta_hF(R_0)+2g(R_0)-g(R_0+h)$, which tends to $+\tau$, and the force constant would diverge upwards.

## The second difference tends to minus the threshold

By continuity at $R_0$, each term of the identity has a limit as $h$ decreases to zero:

$$\Delta_hF(R_0)-g(R_0+h)\;\longrightarrow\;F(R_0)-2F(R_0)+F(R_0)-g(R_0)=-\tau.$$

The full energy cancels and the dropped integral remains.

```lean
/-- Let `F` and `g` be continuous at `R0`, with `g` strictly decreasing near `R0` and equal to the
threshold `τ` there. As the step decreases to zero, the second difference of the screened energy
at `R0` tends to `-τ`. -/
theorem secondDiff_screened_tendsto {F g : ℝ → ℝ} {τ R0 : ℝ} {s : Set ℝ}
    (hF : ContinuousAt F R0) (hgc : ContinuousAt g R0)
    (hs : s ∈ 𝓝 R0) (hg : StrictAntiOn g s) (hτ : g R0 = τ) :
    Tendsto (fun h => secondDiff (screenedEnergy F g τ) R0 h) (𝓝[>] 0) (𝓝 (-τ)) := by
  have hp : Tendsto (fun h : ℝ => R0 + h) (𝓝[>] 0) (𝓝 R0) :=
    (tendsto_displaced R0).1.mono_left nhdsWithin_le_nhds
  have hm : Tendsto (fun h : ℝ => R0 - h) (𝓝[>] 0) (𝓝 R0) :=
    (tendsto_displaced R0).2.mono_left nhdsWithin_le_nhds
  -- the full energy cancels, the dropped integral survives
  have lim : Tendsto (fun h => secondDiff F R0 h - g (R0 + h)) (𝓝[>] 0) (𝓝 (-τ)) := by
    have key := (((hF.tendsto.comp hp).sub_const (2 * F R0)).add
      (hF.tendsto.comp hm)).sub (hgc.tendsto.comp hp)
    have e : F R0 - 2 * F R0 + F R0 - g R0 = -τ := by
      rw [hτ]
      ring
    rw [e] at key
    exact key
  refine lim.congr' ?_
  filter_upwards [self_mem_nhdsWithin, hp.eventually_mem hs, hm.eventually_mem hs]
    with h hh h1 h2
  exact (secondDiff_screened hg hτ hh (mem_of_mem_nhds hs) h1 h2).symm
```

The notation `𝓝[>] 0` restricts the limit to positive steps. The hypothesis `s ∈ 𝓝 R0` says that $s$ contains an open interval around $R_0$, so $g$ has to decrease only locally. A function that is strictly decreasing on the whole line is included by taking $s$ to be all of $\mathbb R$.

The proof first establishes the limit of the right-hand side: `key` combines the limits of the separate terms and `e` evaluates the result. It then transfers this limit to the screened energy. The identity applies once $h$ is positive and both displaced points lie in $s$, and `filter_upwards` collects these three conditions, which hold for all sufficiently small positive steps.

## Dividing by the squared step

The force constant is the second difference multiplied by $1/h^2$. The first factor tends to $-\tau<0$ and the second grows without bound, so

$$k_h(R_0)=\Delta_hE(R_0)\cdot\frac1{h^2}\;\longrightarrow\;-\infty .$$

```lean
/-- Let `F` and `g` be continuous at `R0`, with `g` strictly decreasing near `R0` and equal to the
threshold `τ > 0` there. As the step decreases to zero, the finite-difference force constant of
the screened energy at `R0` tends to minus infinity. -/
theorem forceConstant_screened_tendsto_atBot {F g : ℝ → ℝ} {τ R0 : ℝ} {s : Set ℝ}
    (hF : ContinuousAt F R0) (hgc : ContinuousAt g R0)
    (hs : s ∈ 𝓝 R0) (hg : StrictAntiOn g s) (hτ : g R0 = τ) (hpos : 0 < τ) :
    Tendsto (fun h => forceConstant (screenedEnergy F g τ) R0 h) (𝓝[>] 0) atBot := by
  have hinv : Tendsto (fun h : ℝ => (h⁻¹) ^ 2) (𝓝[>] 0) atTop :=
    (tendsto_pow_atTop two_ne_zero).comp tendsto_inv_nhdsGT_zero
  -- a negative limit times a factor that grows without bound
  refine (Tendsto.neg_mul_atTop (neg_lt_zero.mpr hpos)
    (secondDiff_screened_tendsto hF hgc hs hg hτ) hinv).congr fun h => ?_
  simp only [forceConstant, div_eq_mul_inv, inv_pow]
```

The target `atBot` expresses divergence to minus infinity: the force constant eventually lies below any given bound. The hypothesis `0 < τ` stands for a genuine cutoff, one that discards a nonzero amount of energy. In the proof, `hinv` is the growth of $1/h^2$, and `Tendsto.neg_mul_atTop` is the rule for multiplying a negative limit by a factor that tends to infinity. The full energy need not be differentiable, since only the limit of the numerator is used.

## A harmonic bond with one screened integral

For a harmonic full energy, write $x=R_0-R_e$. Then

$$\Delta_hF(R_0)=\frac{k}{2}\bigl[(x+h)^2-2x^2+(x-h)^2\bigr]=kh^2,$$

so the computed force constant is

$$k_h(R_0)=k-\frac{g(R_0+h)}{h^2}.$$

```lean
/-- For a harmonic full energy and an integral that is strictly decreasing on a set containing the
three geometries and meets the threshold at `R0`, the force constant of the screened energy at `R0`,
computed with step `h > 0`, is `k - g (R0 + h) / h ^ 2`. -/
theorem forceConstant_harmonic {g : ℝ → ℝ} {k Re τ R0 h : ℝ} {s : Set ℝ}
    (hg : StrictAntiOn g s) (hτ : g R0 = τ) (hh : 0 < h)
    (h0 : R0 ∈ s) (hp : R0 + h ∈ s) (hm : R0 - h ∈ s) :
    forceConstant (screenedEnergy (harmonicEnergy k Re) g τ) R0 h
      = k - g (R0 + h) / h ^ 2 := by
  have hk : secondDiff (harmonicEnergy k Re) R0 h = k * h ^ 2 := by
    unfold secondDiff harmonicEnergy
    ring
  unfold forceConstant
  rw [secondDiff_screened hg hτ hh h0 hp hm, hk, sub_div, mul_div_assoc,
    div_self (pow_ne_zero 2 hh.ne'), mul_one]
```

The distance $R_e$ has disappeared from the answer, so $R_0$ need not be the equilibrium geometry. In the proof, `hk` is the harmonic second difference, and the remaining rewrites insert it into the screened identity and divide by $h^2$.

The sign follows at once. Since $h^2>0$,

$$k_h(R_0)<0\quad\Longleftrightarrow\quad kh^2<g(R_0+h).$$

```lean
/-- For a harmonic full energy and an integral that is strictly decreasing on a set containing the
three geometries and meets the threshold at `R0`, the force constant of the screened energy at `R0`,
computed with step `h > 0`, is negative exactly when `k * h ^ 2` is smaller than the integral
dropped at `R0 + h`. -/
theorem forceConstant_harmonic_neg_iff {g : ℝ → ℝ} {k Re τ R0 h : ℝ} {s : Set ℝ}
    (hg : StrictAntiOn g s) (hτ : g R0 = τ) (hh : 0 < h)
    (h0 : R0 ∈ s) (hp : R0 + h ∈ s) (hm : R0 - h ∈ s) :
    forceConstant (screenedEnergy (harmonicEnergy k Re) g τ) R0 h < 0
      ↔ k * h ^ 2 < g (R0 + h) := by
  rw [forceConstant_harmonic hg hτ hh h0 hp hm, sub_lt_zero, lt_div_iff₀ (pow_pos hh 2)]
```

For $k>0$ and a slowly varying $g$, the sign therefore changes near $h\approx\sqrt{\tau/k}$. If $R_0$ is the equilibrium distance $R_e$, a stable bond then appears to have an imaginary frequency at smaller steps.

## Gaussian decay, with numbers

A Gaussian is not monotone on the whole line, but it is strictly decreasing at positive distances. If $0<x<y$ and $a,C>0$, then $x^2<y^2$, hence $-ay^2<-ax^2$, and therefore $Ce^{-ay^2}<Ce^{-ax^2}$. For any $R_0>0$ the positive half-line contains an interval around $R_0$, so the divergence applies with $\tau=Ce^{-aR_0^2}$.

```lean
/-- For a Gaussian integral with `C, a > 0`, a distance `R0 > 0` and a full energy continuous at
`R0`, screening with the threshold equal to the integral at `R0` sends the finite-difference
force constant there to minus infinity as the step decreases to zero. -/
theorem forceConstant_gaussian_tendsto_atBot {F : ℝ → ℝ} {C a R0 : ℝ}
    (hF : ContinuousAt F R0) (hC : 0 < C) (ha : 0 < a) (hR : 0 < R0) :
    Tendsto (fun h => forceConstant
      (screenedEnergy F (gaussianIntegral C a) (gaussianIntegral C a R0)) R0 h)
      (𝓝[>] 0) atBot := by
  have hc : Continuous (gaussianIntegral C a) := by
    unfold gaussianIntegral
    fun_prop
  -- a Gaussian decreases strictly on positive distances
  have hanti : StrictAntiOn (gaussianIntegral C a) (Set.Ioi 0) := by
    intro x hx y _ hxy
    have hx' : 0 < x := hx
    have hsq : x ^ 2 < y ^ 2 := by nlinarith
    have hexp : -a * y ^ 2 < -a * x ^ 2 := by nlinarith
    exact mul_lt_mul_of_pos_left (Real.exp_lt_exp.mpr hexp) hC
  exact forceConstant_screened_tendsto_atBot hF hc.continuousAt (Ioi_mem_nhds hR) hanti rfl
    (mul_pos hC (Real.exp_pos _))
```

The threshold is set equal to the integral at $R_0$, so the equality hypothesis is met by definition, through `rfl`. The statement `hanti` contains the chain of inequalities just given, and `Ioi_mem_nhds` supplies the interval around $R_0$.

For a numerical instance, work in atomic units with $k=0.5$, $\tau=10^{-6}$, $R_0=2$ and $a=0.5$, which fixes $C=10^{-6}e^{2}\approx7.39\times10^{-6}$. The dropped integral is $g(R_0+h)=10^{-6}\,e^{-0.5(4h+h^2)}$.

| $h$ | $g(R_0+h)$ | $g(R_0+h)/h^2$ | $k_h(R_0)$ |
|---|---|---|---|
| $10^{-2}$ | $0.9801\times10^{-6}$ | $0.0098$ | $0.490$ |
| $10^{-3}$ | $0.9980\times10^{-6}$ | $0.998$ | $-0.498$ |
| $10^{-4}$ | $0.9998\times10^{-6}$ | $99.98$ | $-99.5$ |

The largest step gives an error of two per cent. A step ten times smaller already gives the wrong sign, in agreement with $\sqrt{\tau/k}\approx1.4\times10^{-3}$.

## Geometries away from the threshold

Suppose now that $g(R)\ne\tau$ at the central geometry $R$. By continuity, $g$ stays on the same side of $\tau$ at $R\pm h$ once $h$ is small enough, so all three energies use the same branch:

$$\Delta_hE(R)=\begin{cases}\Delta_hF(R), & g(R)>\tau,\\ \Delta_h(F-g)(R), & g(R)<\tau.\end{cases}$$

```lean
/-- Let `g` be continuous at `R`. For all small enough steps, the second difference of the
screened energy at `R` is that of `F` if `g R` lies above the threshold, and that of `F - g` if
`g R` lies below it. -/
theorem secondDiff_away_from_threshold {F g : ℝ → ℝ} {τ R : ℝ} (hg : ContinuousAt g R) :
    (τ < g R → ∀ᶠ h in 𝓝 (0 : ℝ),
      secondDiff (screenedEnergy F g τ) R h = secondDiff F R h) ∧
    (g R < τ → ∀ᶠ h in 𝓝 (0 : ℝ),
      secondDiff (screenedEnergy F g τ) R h = secondDiff (fun x => F x - g x) R h) := by
  have hp := hg.tendsto.comp (tendsto_displaced R).1
  have hm := hg.tendsto.comp (tendsto_displaced R).2
  constructor
  · intro hlt
    filter_upwards [hp.eventually_const_lt hlt, hm.eventually_const_lt hlt] with h h1 h2
    have h1' : τ < g (R + h) := h1
    have h2' : τ < g (R - h) := h2
    unfold secondDiff screenedEnergy
    rw [if_pos h1'.le, if_pos hlt.le, if_pos h2'.le]
  · intro hlt
    filter_upwards [hp.eventually_lt_const hlt, hm.eventually_lt_const hlt] with h h1 h2
    have h1' : g (R + h) < τ := h1
    have h2' : g (R - h) < τ := h2
    unfold secondDiff screenedEnergy
    rw [if_neg (not_le.mpr h1'), if_neg (not_le.mpr hlt), if_neg (not_le.mpr h2')]

end

end IntegralScreening
```

The quantifier `∀ᶠ h in 𝓝 (0 : ℝ)` means "for all $h$ sufficiently close to zero". How close depends on how far $R$ lies from the crossing. No monotonicity is assumed here. The two halves of the proof are the two cases, and in each one continuity places both displaced values of $g$ on the required side of the threshold.

```lean
#print axioms IntegralScreening.forceConstant_screened_tendsto_atBot
#print axioms IntegralScreening.forceConstant_harmonic_neg_iff
#print axioms IntegralScreening.forceConstant_gaussian_tendsto_atBot
#print axioms IntegralScreening.secondDiff_away_from_threshold
```

```
'IntegralScreening.forceConstant_screened_tendsto_atBot' depends on axioms: [propext, Classical.choice, Quot.sound]
'IntegralScreening.forceConstant_harmonic_neg_iff' depends on axioms: [propext, Classical.choice, Quot.sound]
'IntegralScreening.forceConstant_gaussian_tendsto_atBot' depends on axioms: [propext, Classical.choice, Quot.sound]
'IntegralScreening.secondDiff_away_from_threshold' depends on axioms: [propext, Classical.choice, Quot.sound]
```

## Where the jump enters a frequency calculation

A program that computes a force constant from energies runs one calculation at each displaced geometry. If the program screens its two-electron integrals, each run estimates them in batches, often through the Cauchy–Schwarz bound, and skips the batches whose estimate falls below a cutoff. The estimates change with the geometry, so a batch can be computed at $R-h$ and $R$ but skipped at $R+h$. Its contribution is then missing from one of the three energies, as in the identity for the outer geometry.

The step in a real calculation is fixed, so the crossing need not sit exactly at the central geometry. In the one-integral model, a crossing strictly between $R$ and $R+h$ again removes $g(R+h)$ from the second difference. A crossing strictly between $R-h$ and $R$ adds $2g(R)-g(R+h)$ instead, so the error can have either sign.

Real screening differs from the model in other respects too. The test is made on an estimate, so the size of the jump is that of the contribution actually skipped, which can be much smaller than the cutoff. Many batches may also cross between the same two geometries, with contributions of both signs, and the self-consistent density responds to their removal.
